# Poisson's integral for the spherical Bessel functions, and the bound $|j_l(x)|\le x^l/(2l+1)!!$ for $x>0$

Q: Take $j_1(x)=\sin x/x^2-\cos x/x$ with $x>0$. Both terms blow up at the origin, yet you say that $|j_1(x)|\le x/3$. Where does the cancellation go?

A: Into an integral. Differentiate $x\sin(xt)(1-t^2)-2t\cos(xt)$ with respect to $t$. The terms in $t\sin(xt)$ cancel, leaving $x^2\cos(xt)(1-t^2)-2\cos(xt)$. Integrating over $[-1,1]$ gives

$$x^2\int_{-1}^{1}\cos(xt)(1-t^2)\,dt=\frac{4\sin x}{x}-4\cos x .$$

Multiplying by $1/(4x)$ gives $j_1(x)=\frac{x}{4}\int_{-1}^{1}\cos(xt)(1-t^2)\,dt$. The weight is non-negative with total $4/3$, and $|\cos|\le1$, so $|j_1(x)|\le x/3$.

Q: For general $l$, which functions does the file call $j_l$? I know them as regular solutions of the free radial equation.

A: It defines them by $j_0=\sin x/x$, the $j_1$ above, and

$$j_{l+2}(x)=\frac{2l+3}{x}\,j_{l+1}(x)-j_l(x),\qquad l=0,1,2,\dots$$

This is the usual recurrence with its index shifted; the two starting functions fix the usual sign and normalisation. The radial differential equation itself is neither used nor derived. In Lean, `sphericalBessel` takes a natural number `l` and a real `x`, and the integral does not enter its definition.

```lean
import Mathlib

open Filter
open Real (sin cos)
open scoped Nat Topology

namespace SphericalBesselPoisson

noncomputable section

/-- The spherical Bessel functions `j_l(x)`, for `x ≠ 0`, built from `j_0` and `j_1` by the
three-term recurrence in `l`. -/
def sphericalBessel : ℕ → ℝ → ℝ
  | 0, x => sin x / x
  | 1, x => sin x / x ^ 2 - cos x / x
  | l + 2, x => (2 * l + 3) / x * sphericalBessel (l + 1) x - sphericalBessel l x
```

Q: And the integral?

A: It has its own name, `poissonIntegral`. I write it as

$$P_l(x)=\int_{-1}^{1}\cos(xt)(1-t^2)^l\,dt .$$

It makes sense for every real $x$, including $x=0$, where it is the total weight.

```lean
/-- The Poisson integral: the cosine transform of the weight `(1 - t²)^l` on `[-1, 1]`. -/
def poissonIntegral (l : ℕ) (x : ℝ) : ℝ :=
  ∫ t in (-1 : ℝ)..1, cos (x * t) * (1 - t ^ 2) ^ l
```

Q: Then the two starting values have to be matched first.

A: Yes. Since $\frac{d}{dt}\sin(xt)=x\cos(xt)$, we get $xP_0(x)=2\sin x$. The opening calculation is $x^2P_1(x)=2P_0(x)-4\cos x$. In both proofs `hd` checks the antiderivative, the fundamental theorem of calculus turns it into end-point values, and `linear_combination` rearranges the result.

```lean
/-- The Poisson integral for `l = 0` satisfies `x P_0(x) = 2 sin x`. -/
theorem poissonIntegral_zero (x : ℝ) : x * poissonIntegral 0 x = 2 * sin x := by
  have hd : ∀ t : ℝ, HasDerivAt (fun t => sin (x * t))
      (x * (cos (x * t) * (1 - t ^ 2) ^ 0)) t := by
    intro t
    have hx : HasDerivAt (fun t : ℝ => x * t) x t := by
      simpa using (hasDerivAt_id t).const_mul x
    exact hx.sin.congr_deriv (by ring)
  have h := intervalIntegral.integral_eq_sub_of_hasDerivAt (fun t _ => hd t)
    (Continuous.intervalIntegrable (by fun_prop) (-1) 1)
  rw [intervalIntegral.integral_const_mul] at h
  simp only [mul_one, mul_neg, Real.sin_neg] at h
  unfold poissonIntegral
  linear_combination h

/-- The Poisson integral for `l = 1` is tied to the one for `l = 0` by
`x² P_1(x) = 2 P_0(x) - 4 cos x`. -/
theorem poissonIntegral_one (x : ℝ) :
    x ^ 2 * poissonIntegral 1 x = 2 * poissonIntegral 0 x - 4 * cos x := by
  have hd : ∀ t : ℝ, HasDerivAt (fun t => x * (sin (x * t) * (1 - t ^ 2)) - 2 * (t * cos (x * t)))
      (x ^ 2 * (cos (x * t) * (1 - t ^ 2) ^ 1) - 2 * (cos (x * t) * (1 - t ^ 2) ^ 0)) t := by
    intro t
    have hx : HasDerivAt (fun t : ℝ => x * t) x t := by
      simpa using (hasDerivAt_id t).const_mul x
    have hu : HasDerivAt (fun t : ℝ => 1 - t ^ 2) (-(2 * t)) t := by
      simpa using (hasDerivAt_pow 2 t).const_sub 1
    exact (((hx.sin.fun_mul hu).const_mul x).fun_sub
      (((hasDerivAt_id' t).fun_mul hx.cos).const_mul 2)).congr_deriv (by ring)
  have h := intervalIntegral.integral_eq_sub_of_hasDerivAt (fun t _ => hd t)
    (Continuous.intervalIntegrable (by fun_prop) (-1) 1)
  rw [intervalIntegral.integral_sub (Continuous.intervalIntegrable (by fun_prop) _ _)
    (Continuous.intervalIntegrable (by fun_prop) _ _),
    intervalIntegral.integral_const_mul, intervalIntegral.integral_const_mul] at h
  simp only [mul_one, mul_neg, Real.sin_neg, Real.cos_neg] at h
  unfold poissonIntegral
  linear_combination h
```

Q: Could I drop the end-point terms, as one usually does with a factor $1-t^2$?

A: Not here. The term $-2t\cos(xt)$ carries no such factor, and its end-point values supply the $-4\cos x$. Without them you would find $j_1=\sin x/x^2$, which diverges at the origin. From the next order on they do vanish. Put $u=1-t^2$ and take

$$F(t)=x\sin(xt)\,u^{l+2}-2(l+2)\,t\cos(xt)\,u^{l+1}.$$

The sine terms in $F'$ cancel again, so

$$F'=\cos(xt)\left[x^2u^{l+2}-2(l+2)u^{l+1}+4(l+1)(l+2)t^2u^l\right].$$

Replace $t^2$ by $1-u$ and integrate. Since $F(\pm1)=0$, even for $l=0$,

$$x^2P_{l+2}(x)+4(l+1)(l+2)P_l(x)=2(l+2)(2l+3)P_{l+1}(x).$$

The Lean proof uses this same $F$.

```lean
/-- Integration by parts links the Poisson integrals of three successive orders, for every
real `x`. -/
theorem poissonIntegral_recurrence (l : ℕ) (x : ℝ) :
    x ^ 2 * poissonIntegral (l + 2) x + 4 * (l + 1) * (l + 2) * poissonIntegral l x
      = 2 * (l + 2) * (2 * l + 3) * poissonIntegral (l + 1) x := by
  -- an antiderivative of the whole combination, which vanishes at both end points
  have hd : ∀ t : ℝ, HasDerivAt (fun t => x * sin (x * t) * (1 - t ^ 2) ^ (l + 2)
        - 2 * ((l : ℝ) + 2) * (t * cos (x * t) * (1 - t ^ 2) ^ (l + 1)))
      (x ^ 2 * (cos (x * t) * (1 - t ^ 2) ^ (l + 2))
        + 4 * ((l : ℝ) + 1) * (l + 2) * (cos (x * t) * (1 - t ^ 2) ^ l)
        - 2 * ((l : ℝ) + 2) * (2 * l + 3) * (cos (x * t) * (1 - t ^ 2) ^ (l + 1))) t := by
    intro t
    have hx : HasDerivAt (fun t : ℝ => x * t) x t := by
      simpa using (hasDerivAt_id t).const_mul x
    have hu : HasDerivAt (fun t : ℝ => 1 - t ^ 2) (-(2 * t)) t := by
      simpa using (hasDerivAt_pow 2 t).const_sub 1
    have h1 := (hx.sin.const_mul x).fun_mul (hu.fun_pow (l + 2))
    have h2 := (((hasDerivAt_id' t).fun_mul hx.cos).fun_mul (hu.fun_pow (l + 1))).const_mul
      (2 * ((l : ℝ) + 2))
    refine (h1.fun_sub h2).congr_deriv ?_
    simp only [show l + 2 - 1 = l + 1 from rfl, Nat.add_sub_cancel]
    push_cast
    ring
  have h := intervalIntegral.integral_eq_sub_of_hasDerivAt (fun t _ => hd t)
    (Continuous.intervalIntegrable (by fun_prop) (-1) 1)
  rw [intervalIntegral.integral_sub (Continuous.intervalIntegrable (by fun_prop) _ _)
    (Continuous.intervalIntegrable (by fun_prop) _ _),
    intervalIntegral.integral_add (Continuous.intervalIntegrable (by fun_prop) _ _)
    (Continuous.intervalIntegrable (by fun_prop) _ _),
    intervalIntegral.integral_const_mul, intervalIntegral.integral_const_mul,
    intervalIntegral.integral_const_mul] at h
  simp only [show (1 : ℝ) - 1 ^ 2 = 0 by norm_num, show (1 : ℝ) - (-1) ^ 2 = 0 by norm_num,
    zero_pow (show l + 2 ≠ 0 by omega), zero_pow (show l + 1 ≠ 0 by omega), mul_zero] at h
  unfold poissonIntegral
  linear_combination h
```

Q: How does that become the recurrence for $j_l$?

A: Let $c_l=x^l/(2^{l+1}l!)$. For $x\ne0$, solve the last relation for $P_{l+2}$ and multiply by $c_{l+2}$:

$$c_{l+2}P_{l+2}=\frac{2l+3}{x}\,c_{l+1}P_{l+1}-c_lP_l .$$

So $c_lP_l$ and $j_l$ obey the same recurrence. They agree at $l=0$ and $l=1$, hence for every $l$:

$$j_l(x)=\frac{x^l}{2^{l+1}\,l!}\int_{-1}^{1}\cos(xt)(1-t^2)^l\,dt .$$

The theorem is stated for every natural `l` and every real `x ≠ 0`, negative values included. Its third case calls the theorem at `l` and `l + 1`, which is the two-step induction; `f1` and `f2` expand the factorials, and `field_simp` and `ring` finish the algebra.

```lean
/-- **Poisson's integral representation**: for every `l` and every real `x ≠ 0`, the function `j_l`
of the three-term recurrence is `x^l / (2^(l+1) l!)` times the cosine transform of `(1 - t²)^l` on
`[-1, 1]`. -/
theorem sphericalBessel_eq_integral {x : ℝ} (hx : x ≠ 0) : ∀ l : ℕ,
    sphericalBessel l x = x ^ l / (2 ^ (l + 1) * (l ! : ℝ)) *
      ∫ t in (-1 : ℝ)..1, cos (x * t) * (1 - t ^ 2) ^ l
  | 0 => by
    change sin x / x = _ * poissonIntegral 0 x
    have h0 : poissonIntegral 0 x = 2 * sin x / x :=
      eq_div_of_mul_eq hx (by linear_combination poissonIntegral_zero x)
    simp only [h0, pow_zero, zero_add, pow_one, Nat.factorial_zero, Nat.cast_one]
    ring
  | 1 => by
    change sin x / x ^ 2 - cos x / x = _ * poissonIntegral 1 x
    have h0 : poissonIntegral 0 x = 2 * sin x / x :=
      eq_div_of_mul_eq hx (by linear_combination poissonIntegral_zero x)
    have h1 : poissonIntegral 1 x = (2 * (2 * sin x / x) - 4 * cos x) / x ^ 2 :=
      eq_div_of_mul_eq (pow_ne_zero 2 hx) (by
        rw [← h0]
        linear_combination poissonIntegral_one x)
    simp only [h1, pow_one, Nat.factorial_one, Nat.cast_one]
    field_simp
    ring
  | l + 2 => by
    have ih0 : sphericalBessel l x = x ^ l / (2 ^ (l + 1) * (l ! : ℝ)) * poissonIntegral l x :=
      sphericalBessel_eq_integral hx l
    have ih1 : sphericalBessel (l + 1) x =
        x ^ (l + 1) / (2 ^ (l + 1 + 1) * ((l + 1)! : ℝ)) * poissonIntegral (l + 1) x :=
      sphericalBessel_eq_integral hx (l + 1)
    change (2 * (l : ℝ) + 3) / x * sphericalBessel (l + 1) x - sphericalBessel l x
      = _ * poissonIntegral (l + 2) x
    have h2 : poissonIntegral (l + 2) x = (2 * (l + 2) * (2 * l + 3) * poissonIntegral (l + 1) x
        - 4 * (l + 1) * (l + 2) * poissonIntegral l x) / x ^ 2 :=
      eq_div_of_mul_eq (pow_ne_zero 2 hx) (by
        linear_combination poissonIntegral_recurrence l x)
    have f1 : ((l + 1)! : ℝ) = (l + 1) * (l ! : ℝ) := by
      rw [Nat.factorial_succ]
      push_cast
      ring
    have f2 : ((l + 2)! : ℝ) = (l + 2) * ((l + 1) * (l ! : ℝ)) := by
      rw [Nat.factorial_succ, Nat.factorial_succ]
      push_cast
      ring
    have hl : (l ! : ℝ) ≠ 0 := by positivity
    have hl1 : (l : ℝ) + 1 ≠ 0 := by positivity
    have hl2 : (l : ℝ) + 2 ≠ 0 := by positivity
    rw [ih0, ih1, h2, f1, f2]
    field_simp
    ring
```

Q: Why exclude $x=0$, where $j_0$ is surely 1?

A: Lean sets division by zero to zero, so `sphericalBessel 0 0` is 0. The behaviour at the origin is therefore stated as a limit, further down.

Q: Where does the double factorial come from?

A: From the relation among the $P_l$ at $x=0$. After cancelling $2(l+2)$ it reads $(2l+3)P_{l+1}(0)=2(l+1)P_l(0)$. With $P_0(0)=2$ this gives

$$P_l(0)=\frac{2^{l+1}\,l!}{(2l+1)!!},\qquad (2l+1)!!=1\cdot3\cdot5\cdots(2l+1).$$

`weight_succ` is the ratio and `weight_eq` the induction.

```lean
/-- The total weights `P_l(0)` of successive orders have the ratio `(2l+2)/(2l+3)`. -/
theorem weight_succ (l : ℕ) :
    (2 * l + 3) * poissonIntegral (l + 1) 0 = 2 * (l + 1) * poissonIntegral l 0 := by
  apply mul_left_cancel₀ (show 2 * ((l : ℝ) + 2) ≠ 0 by positivity)
  linear_combination -poissonIntegral_recurrence l 0

/-- The total weight, the integral of `(1 - t²)^l` over `[-1, 1]`, is `2^(l+1) l! / (2l+1)!!`. -/
theorem weight_eq (l : ℕ) :
    poissonIntegral l 0 = 2 ^ (l + 1) * (l ! : ℝ) / ((2 * l + 1)‼ : ℝ) := by
  induction l with
  | zero => norm_num [poissonIntegral, Nat.doubleFactorial]
  | succ l ih =>
    have hD : ((2 * l + 1)‼ : ℝ) ≠ 0 := by
      exact_mod_cast (Nat.doubleFactorial_pos _).ne'
    have hdf : ((2 * (l + 1) + 1)‼ : ℝ) = (2 * l + 3) * ((2 * l + 1)‼ : ℝ) := by
      rw [show 2 * (l + 1) + 1 = (2 * l + 1) + 2 by ring, Nat.doubleFactorial_add_two]
      push_cast
      ring
    have hf : ((l + 1)! : ℝ) = (l + 1) * (l ! : ℝ) := by
      rw [Nat.factorial_succ]
      push_cast
      ring
    have ih' := (eq_div_iff hD).1 ih
    rw [hdf, hf, eq_div_iff (mul_ne_zero (by positivity) hD)]
    linear_combination ((2 * l + 1)‼ : ℝ) * weight_succ l + 2 * ((l : ℝ) + 1) * ih'
```

Q: So the bound is the opening argument again?

A: Yes. The weight is non-negative on $[-1,1]$ and $|\cos|\le1$, so $|P_l(x)|\le P_l(0)$; this is `hP`. For $x>0$ the prefactor $c_l$ is positive, and $c_lP_l(0)=x^l/(2l+1)!!$.

```lean
/-- For `x > 0` the spherical Bessel function obeys `|j_l(x)| ≤ x^l / (2l+1)!!`. -/
theorem abs_sphericalBessel_le (l : ℕ) {x : ℝ} (hx : 0 < x) :
    |sphericalBessel l x| ≤ x ^ l / ((2 * l + 1)‼ : ℝ) := by
  -- the cosine is at most one in modulus and the weight is non-negative
  have hP : |poissonIntegral l x| ≤ poissonIntegral l 0 := by
    unfold poissonIntegral
    refine (intervalIntegral.abs_integral_le_integral_abs (by norm_num)).trans
      (intervalIntegral.integral_mono_on (by norm_num)
        (Continuous.intervalIntegrable (by fun_prop) _ _)
        (Continuous.intervalIntegrable (by fun_prop) _ _) (fun t ht => ?_))
    have hu : 0 ≤ (1 - t ^ 2) ^ l := pow_nonneg (by nlinarith [ht.1, ht.2]) l
    rw [abs_mul, abs_of_nonneg hu, zero_mul, Real.cos_zero]
    exact mul_le_mul_of_nonneg_right (Real.abs_cos_le_one _) hu
  have hc : 0 ≤ x ^ l / (2 ^ (l + 1) * (l ! : ℝ)) := by positivity
  have hl : (l ! : ℝ) ≠ 0 := by positivity
  rw [sphericalBessel_eq_integral hx.ne' l, abs_mul, abs_of_nonneg hc]
  refine (mul_le_mul_of_nonneg_left hP hc).trans_eq ?_
  rw [weight_eq]
  field_simp
```

Q: The integral formula allowed negative $x$. Why not the bound?

A: For odd $l$ and $x<0$ the right-hand side $x^l/(2l+1)!!$ is negative, so the inequality would be false as written. For a radial argument $x=kr$, with wavenumber $k$ and distance $r$ both positive, nothing is lost.

Q: Is the bound any good? It grows like $x^l$, while $j_l$ oscillates and decays.

A: It is a small-$x$ bound, and there it is sharp. Insert $\cos y\ge1-y^2/2$ with $y=xt$, and write $t^2=1-u$:

$$P_l(x)\ge\Big(1-\frac{x^2}{2}\Big)P_l(0)+\frac{x^2}{2}P_{l+1}(0)=P_l(0)\Big(1-\frac{x^2}{2(2l+3)}\Big).$$

The last step uses $P_{l+1}(0)/P_l(0)=(2l+2)/(2l+3)$. Multiplying by $c_l$ gives

$$j_l(x)\ge\frac{x^l}{(2l+1)!!}\Big(1-\frac{x^2}{2(2l+3)}\Big),\qquad x>0.$$

For $l=0$ this is the familiar $\sin x/x\ge1-x^2/6$. In Lean, `h` is the inequality for the integrals and `hw` the ratio.

```lean
/-- For `x > 0` the first two terms of the power series of `j_l` bound it from below. -/
theorem le_sphericalBessel (l : ℕ) {x : ℝ} (hx : 0 < x) :
    x ^ l / ((2 * l + 1)‼ : ℝ) * (1 - x ^ 2 / (2 * (2 * l + 3))) ≤ sphericalBessel l x := by
  -- insert `cos y ≥ 1 - y²/2` under the integral
  have h : (1 - x ^ 2 / 2) * poissonIntegral l 0 + x ^ 2 / 2 * poissonIntegral (l + 1) 0
      ≤ poissonIntegral l x := by
    unfold poissonIntegral
    rw [← intervalIntegral.integral_const_mul, ← intervalIntegral.integral_const_mul,
      ← intervalIntegral.integral_add (Continuous.intervalIntegrable (by fun_prop) _ _)
        (Continuous.intervalIntegrable (by fun_prop) _ _)]
    refine intervalIntegral.integral_mono_on (by norm_num)
      (Continuous.intervalIntegrable (by fun_prop) _ _)
      (Continuous.intervalIntegrable (by fun_prop) _ _) (fun t ht => ?_)
    have hu : 0 ≤ (1 - t ^ 2) ^ l := pow_nonneg (by nlinarith [ht.1, ht.2]) l
    have hcos : 1 - (x * t) ^ 2 / 2 ≤ cos (x * t) := Real.one_sub_sq_div_two_le_cos
    simp only [zero_mul, Real.cos_zero, one_mul]
    refine le_trans (le_of_eq ?_) (mul_le_mul_of_nonneg_right hcos hu)
    ring
  have hw : poissonIntegral (l + 1) 0 = 2 * (l + 1) * poissonIntegral l 0 / (2 * l + 3) :=
    eq_div_of_mul_eq (by positivity) (by linear_combination weight_succ l)
  have hc : 0 ≤ x ^ l / (2 ^ (l + 1) * (l ! : ℝ)) := by positivity
  have hl : (l ! : ℝ) ≠ 0 := by positivity
  have h3 : 2 * (l : ℝ) + 3 ≠ 0 := by positivity
  have hD : ((2 * l + 1)‼ : ℝ) ≠ 0 := by
    exact_mod_cast (Nat.doubleFactorial_pos _).ne'
  rw [sphericalBessel_eq_integral hx.ne' l]
  refine le_trans (le_of_eq ?_) (mul_le_mul_of_nonneg_left h hc)
  rw [hw, weight_eq]
  field_simp
  ring
```

Q: And the limit at the origin follows by squeezing?

A: Yes. Divide both bounds by $x^l$. The lower one tends to $1/(2l+1)!!$ and the upper one equals it, so $j_l(x)/x^l\to1/(2l+1)!!$ as $x\to0^+$. The notation `𝓝[>] 0` means approach through positive values. No smaller constant could therefore serve in the upper bound for all $x>0$.

```lean
/-- As `x` tends to `0` from above, `j_l(x) / x^l` tends to `1 / (2l+1)!!`. -/
theorem tendsto_sphericalBessel_div_pow (l : ℕ) :
    Tendsto (fun x => sphericalBessel l x / x ^ l) (𝓝[>] 0) (𝓝 (1 / ((2 * l + 1)‼ : ℝ))) := by
  have hc : Continuous (fun x : ℝ =>
      1 / ((2 * l + 1)‼ : ℝ) * (1 - x ^ 2 / (2 * (2 * (l : ℝ) + 3)))) := by fun_prop
  have h0 := (hc.tendsto' 0 (1 / ((2 * l + 1)‼ : ℝ)) (by simp)).mono_left
    (nhdsWithin_le_nhds (s := Set.Ioi 0))
  -- squeeze between the lower and the upper bound
  refine tendsto_of_tendsto_of_tendsto_of_le_of_le' h0 tendsto_const_nhds ?_ ?_
  · filter_upwards [self_mem_nhdsWithin] with x hx
    have hx' : 0 < x := hx
    rw [le_div_iff₀ (pow_pos hx' l)]
    refine le_trans (le_of_eq ?_) (le_sphericalBessel l hx')
    ring
  · filter_upwards [self_mem_nhdsWithin] with x hx
    have hx' : 0 < x := hx
    rw [div_le_iff₀ (pow_pos hx' l)]
    refine ((le_abs_self _).trans (abs_sphericalBessel_le l hx')).trans_eq ?_
    ring

end

end SphericalBesselPoisson
```

```lean
#print axioms SphericalBesselPoisson.sphericalBessel_eq_integral
#print axioms SphericalBesselPoisson.tendsto_sphericalBessel_div_pow
```

```
'SphericalBesselPoisson.sphericalBessel_eq_integral' depends on axioms: [propext, Classical.choice, Quot.sound]
'SphericalBesselPoisson.tendsto_sphericalBessel_div_pow' depends on axioms: [propext, Classical.choice, Quot.sound]
```

Q: What does this tell me about scattering?

A: For a free particle, with no potential and hence no phase shift, the partial wave $j_l(kr)$ is at most $(kr)^l/(2l+1)!!$, which quantifies how weakly high angular momenta reach the region near the origin.

Q: Does the argument carry over to the exponentially growing functions that appear at negative energy?

A: By hand, yes. Replace $\cos(xt)$ by $\cosh(xt)$ and the same integrations by parts lead to the modified functions $i_l$, with $i_0=\sinh x/x$ and $i_1=\cosh x/x-\sinh x/x^2$. Because $\cosh\ge1$, the inequality turns round: $i_l(x)\ge x^l/(2l+1)!!$ for $x>0$. The file itself treats only the cosine case.
